# With energy errors up to \(e\) and \(|f'''|\le M\), no estimator guarantees a force error below \((Me^2)^{1/3}\)

**Q:** I compute energies \(f(x)\) along one nuclear coordinate, each converged only to within \(e\), and I want the force at \(x=0\) from energy differences. A small step amplifies the noise and a large one brings in truncation error. Couldn't a cleverer stencil or a global fit escape the trade-off?

**A:** Not in the worst case. Suppose all we know is \(|f'''|\le M\), a limit on how fast the curvature of the energy changes. Consider two curves,
\[
f_\pm(x)=\pm e\sin\omega x,\qquad f_\pm'''(x)=\mp e\omega^3\cos\omega x,\qquad \omega=(M/e)^{1/3}.
\]
Since \(e\omega^3=M\), both obey the bound. Since \(|f_\pm|\le e\), both are compatible with data \(y=0\) everywhere. Your estimator \(A\) returns one number \(c=A(0)\) for both, while the slopes at the origin are \(\pm e\omega\). By the triangle inequality,
\[
|c-e\omega|+|c+e\omega|\ge 2e\omega ,
\]
so one of the errors is at least \(e\omega=e(M/e)^{1/3}=(Me^2)^{1/3}\).

**Q:** Give me numbers.

**A:** In atomic units take \(M=1\) and \(e=10^{-6}\). Then \(\omega=100\), the third derivative peaks at \(10^{-6}\cdot100^3=1\), and the slopes are \(\pm10^{-4}\). Microhartree energies thus guarantee nothing better than \(10^{-4}\) hartree/bohr under this bound.

**Q:** Does the argument need the third derivative?

**A:** No. Bound the \(n\)-th derivative, \(n\ge1\), and ask for the \(k\)-th. Each derivative of \(s\sin(\omega x+\varphi)\) brings a factor \(\omega\) and advances the phase by \(\pi/2\), so the \(k\)-th is \(s\omega^k\sin(\omega x+\varphi+k\pi/2)\). Take \(s=\pm e\), \(\omega=(M/e)^{1/n}\) and \(\varphi=\pi/2-k\pi/2\). The \(n\)-th derivative is bounded by \(e\omega^n=M\), the \(k\)-th at the origin is \(\pm e\omega^k\), and the limit becomes \(e(M/e)^{k/n}\).

**Q:** Now the formal version. What counts as an admissible curve?

**A:** A function on the whole real line with derivatives of every order, whose `n`-th derivative is bounded by `M` everywhere.

In Lean 4 with Mathlib:

```lean
import Mathlib

namespace NoisyForceInformationLimit

/-- The order of smoothness of a curve that has derivatives of every finite order. -/
local notation "∞" => ((⊤ : ℕ∞) : WithTop ℕ∞)

noncomputable section

/-- The energy curve `f` is smooth and its `n`-th derivative is bounded by `M` everywhere. -/
def SmoothWithBound (n : ℕ) (M : ℝ) (f : ℝ → ℝ) : Prop :=
  ContDiff ℝ ∞ f ∧ ∀ x, |iteratedDeriv n f x| ≤ M
```

**Q:** And the noise?

**A:** A deterministic bound at every point, with no probability distribution. Independent random errors that average out under repeated sampling are a different model, which this limit does not address.

```lean
/-- The data `y` sample the curve `f` at every point with an error of at most `e`. -/
def NoisyData (e : ℝ) (f y : ℝ → ℝ) : Prop :=
  ∀ x, |y x - f x| ≤ e
```

**Q:** My code sees a few points, not a function.

**A:** An estimator is any map `A : (ℝ → ℝ) → ℝ`, with no continuity or linearity required. A stencil is such a map that ignores most of its input. It may be tuned to `M` and `e`, and it may estimate \(f'(0)\) or, with the sign flipped, the force \(-f'(0)\).

**Q:** So for my molecule's curve, every estimator is off by that much?

**A:** That reverses the quantifiers. The estimator comes first, and `f` and `y` may depend on it. For one fixed curve, the constant estimator that happens to return \(f'(0)\) has no error at all.

**Q:** How does the proof begin?

**A:** With the wave and its amplitude bound.

```lean
/-- A sinusoidal energy curve with amplitude `a`, wave number `ω` and phase `φ`. -/
def wave (a ω φ : ℝ) : ℝ → ℝ := fun x => a * Real.sin (ω * x + φ)

/-- A wave never exceeds its amplitude. -/
theorem abs_wave_le (a ω φ x : ℝ) : |wave a ω φ x| ≤ |a| := by
  simp only [wave]
  rw [abs_mul]
  exact mul_le_of_le_one_right (abs_nonneg a) (Real.abs_sin_le_one _)
```

Then comes the quarter-period rule, first for one derivative and then by induction for `n`.

```lean
/-- Differentiating a wave multiplies its amplitude by the wave number and advances its phase
by a quarter period. -/
theorem deriv_wave (a ω φ : ℝ) :
    deriv (wave a ω φ) = wave (a * ω) ω (φ + Real.pi / 2) := by
  funext x
  have h : HasDerivAt (fun x : ℝ => ω * x + φ) ω x :=
    (((hasDerivAt_id' x).const_mul ω).add_const φ).congr_deriv (mul_one ω)
  have h2 : HasDerivAt (wave a ω φ) (a * (Real.cos (ω * x + φ) * ω)) x :=
    h.sin.const_mul a
  rw [h2.deriv]
  simp only [wave]
  rw [← add_assoc, Real.sin_add_pi_div_two]
  ring

/-- The `n`-th derivative of a wave is a wave with amplitude `a * ω ^ n`, advanced by `n` quarter
periods. -/
theorem iteratedDeriv_wave (n : ℕ) (a ω φ : ℝ) :
    iteratedDeriv n (wave a ω φ) = wave (a * ω ^ n) ω (φ + n * (Real.pi / 2)) := by
  induction n generalizing a φ with
  | zero => simp
  | succ n ih =>
    rw [iteratedDeriv_succ', deriv_wave, ih,
      show a * ω * ω ^ n = a * ω ^ (n + 1) by ring,
      show φ + Real.pi / 2 + n * (Real.pi / 2)
        = φ + ((n + 1 : ℕ) : ℝ) * (Real.pi / 2) by push_cast; ring]
```

**Q:** What if I draw my estimator at random?

**A:** The main theorem allows a finite family `A i` with probabilities `p i`, and bounds the mean error. The curve and data are chosen knowing the family and its weights, but not the draw.

In the proof, `hsmooth` and `hdata` show that both waves are admissible, and `hval` computes their `k`-th derivatives at the origin. `htwo` is the triangle inequality, weighted by `p i` and summed. The final case split picks the wave with the large mean error.

```lean
/-- Information limit for randomised estimators: if estimator `A i` is used with probability `p i`,
then for some smooth curve with `n`-th derivative bounded by `M` and some data with errors at most
`e`, the mean error in the `k`-th derivative at the origin is at least `e (M/e)^(k/n)`. -/
theorem randomised_information_limit {ι : Type*} [Fintype ι] (p : ι → ℝ)
    (hp : ∀ i, 0 ≤ p i) (hsum : ∑ i, p i = 1) (A : ι → (ℝ → ℝ) → ℝ)
    (n k : ℕ) (hn : n ≠ 0) {M e : ℝ} (hM : 0 < M) (he : 0 < e) :
    ∃ f y : ℝ → ℝ, SmoothWithBound n M f ∧ NoisyData e f y ∧
      e * (M / e) ^ ((k : ℝ) / (n : ℝ)) ≤ ∑ i, p i * |A i y - iteratedDeriv k f 0| := by
  have hq : 0 < M / e := div_pos hM he
  have hn' : (n : ℝ) ≠ 0 := Nat.cast_ne_zero.mpr hn
  -- the wave number at which amplitude `e` exhausts the derivative bound
  obtain ⟨ω, hω⟩ : ∃ ω : ℝ, ω = (M / e) ^ (1 / (n : ℝ)) := ⟨_, rfl⟩
  have hpow : ∀ m : ℕ, ω ^ m = (M / e) ^ ((m : ℝ) / (n : ℝ)) := by
    intro m
    rw [hω, ← Real.rpow_natCast, ← Real.rpow_mul hq.le]
    congr 1
    ring
  have hωn : ω ^ n = M / e := by
    rw [hpow n, div_self hn', Real.rpow_one]
  obtain ⟨φ, hφ⟩ : ∃ φ : ℝ, φ = Real.pi / 2 - k * (Real.pi / 2) := ⟨_, rfl⟩
  -- both signs of the wave are admissible and compatible with vanishing data
  have hsmooth : ∀ s : ℝ, |s| = e → SmoothWithBound n M (wave s ω φ) := by
    intro s hs
    refine ⟨?_, fun x => ?_⟩
    · unfold wave
      exact contDiff_const.mul
        (Real.contDiff_sin.comp ((contDiff_const.mul contDiff_id).add contDiff_const))
    · rw [iteratedDeriv_wave]
      refine (abs_wave_le _ _ _ _).trans (le_of_eq ?_)
      rw [abs_mul, hs, hωn, abs_of_pos hq]
      field_simp
  have hdata : ∀ s : ℝ, |s| = e → NoisyData e (wave s ω φ) (fun _ => 0) := by
    intro s hs x
    rw [zero_sub, abs_neg, ← hs]
    exact abs_wave_le _ _ _ _
  have hval : ∀ s : ℝ, iteratedDeriv k (wave s ω φ) 0 = s * ω ^ k := by
    intro s
    rw [iteratedDeriv_wave, hφ]
    simp only [wave]
    rw [show ω * 0 + (Real.pi / 2 - k * (Real.pi / 2) + k * (Real.pi / 2))
      = Real.pi / 2 by ring, Real.sin_pi_div_two, mul_one]
  have hpos : |e| = e := abs_of_pos he
  have hneg : |-e| = e := by rw [abs_neg, hpos]
  -- the two mean errors add up to at least twice the claimed limit
  have htwo : 2 * (e * ω ^ k) ≤ (∑ i, p i * |A i (fun _ => 0) - e * ω ^ k|)
      + ∑ i, p i * |A i (fun _ => 0) - (-e) * ω ^ k| := by
    calc 2 * (e * ω ^ k) = ∑ i, p i * (2 * (e * ω ^ k)) := by
          rw [← Finset.sum_mul, hsum, one_mul]
      _ ≤ ∑ i, (p i * |A i (fun _ => 0) - e * ω ^ k|
            + p i * |A i (fun _ => 0) - (-e) * ω ^ k|) := by
          refine Finset.sum_le_sum fun i _ => ?_
          rw [← mul_add]
          refine mul_le_mul_of_nonneg_left ?_ (hp i)
          have h1 := neg_le_abs (A i (fun _ => 0) - e * ω ^ k)
          have h2 := le_abs_self (A i (fun _ => 0) - (-e) * ω ^ k)
          linarith
      _ = _ := Finset.sum_add_distrib
  rw [← hpow k]
  by_cases h : e * ω ^ k ≤ ∑ i, p i * |A i (fun _ => 0) - e * ω ^ k|
  · refine ⟨wave e ω φ, fun _ => 0, hsmooth e hpos, hdata e hpos, ?_⟩
    rw [hval]
    exact h
  · refine ⟨wave (-e) ω φ, fun _ => 0, hsmooth (-e) hneg, hdata (-e) hneg, ?_⟩
    rw [hval]
    linarith [not_le.mp h]
```

A one-member family gives the limit for a single estimator.

```lean
/-- Information limit for one estimator `A`: for some smooth curve with `n`-th derivative bounded by
`M` and some data with errors at most `e`, it misses the `k`-th derivative at the origin by at least
`e (M/e)^(k/n)`. -/
theorem derivative_information_limit (A : (ℝ → ℝ) → ℝ) (n k : ℕ) (hn : n ≠ 0)
    {M e : ℝ} (hM : 0 < M) (he : 0 < e) :
    ∃ f y : ℝ → ℝ, SmoothWithBound n M f ∧ NoisyData e f y ∧
      e * (M / e) ^ ((k : ℝ) / (n : ℝ)) ≤ |A y - iteratedDeriv k f 0| := by
  obtain ⟨f, y, hf, hy, h⟩ := randomised_information_limit (ι := Unit) (fun _ => 1)
    (fun _ => zero_le_one) (by simp) (fun _ => A) n k hn hM he
  refine ⟨f, y, hf, hy, h.trans (le_of_eq ?_)⟩
  simp
```

**Q:** And my force?

**A:** Set `n = 3` and `k = 1`; the rest is algebra with powers.

```lean
/-- Information limit for noisy forces: every estimator errs in `f'(0)` by at least `(M e²)^(1/3)`
for some smooth `f` with third derivative bounded by `M` and some data with errors at most `e`. -/
theorem force_information_limit (A : (ℝ → ℝ) → ℝ) {M e : ℝ} (hM : 0 < M) (he : 0 < e) :
    ∃ f y : ℝ → ℝ, SmoothWithBound 3 M f ∧ NoisyData e f y ∧
      (M * e ^ 2) ^ (1 / 3 : ℝ) ≤ |A y - deriv f 0| := by
  obtain ⟨f, y, hf, hy, h⟩ := derivative_information_limit A 3 1 (by norm_num) hM he
  refine ⟨f, y, hf, hy, ?_⟩
  rw [iteratedDeriv_one] at h
  refine le_trans (le_of_eq ?_) h
  have hcube : (e ^ 3) ^ (1 / 3 : ℝ) = e := by
    rw [← Real.rpow_natCast, ← Real.rpow_mul he.le]
    norm_num
  have hexp : ((1 : ℕ) : ℝ) / ((3 : ℕ) : ℝ) = 1 / 3 := by norm_num
  rw [hexp, show M * e ^ 2 = e ^ 3 * (M / e) by field_simp,
    Real.mul_rpow (pow_pos he 3).le (div_pos hM he).le, hcube]
```

For a force constant under a fourth-derivative bound, `n = 4` and `k = 2` give \(\sqrt{Me}\).

```lean
/-- Information limit for force constants: every estimator errs in `f''(0)` by at least `√(M e)` for
some smooth `f` with fourth derivative bounded by `M` and some data with errors at most `e`. -/
theorem curvature_information_limit (A : (ℝ → ℝ) → ℝ) {M e : ℝ} (hM : 0 < M) (he : 0 < e) :
    ∃ f y : ℝ → ℝ, SmoothWithBound 4 M f ∧ NoisyData e f y ∧
      Real.sqrt (M * e) ≤ |A y - iteratedDeriv 2 f 0| := by
  obtain ⟨f, y, hf, hy, h⟩ := derivative_information_limit A 4 2 (by norm_num) hM he
  refine ⟨f, y, hf, hy, le_trans (le_of_eq ?_) h⟩
  have hexp : ((2 : ℕ) : ℝ) / ((4 : ℕ) : ℝ) = 1 / 2 := by norm_num
  rw [hexp, show M * e = e ^ 2 * (M / e) by field_simp,
    Real.sqrt_mul (sq_nonneg e), Real.sqrt_sq he.le, Real.sqrt_eq_rpow]
```

**Q:** Suppose I know only that the curve is smooth.

**A:** Then no finite error can be guaranteed. Given any `B`, apply the limit with `n = k = 1` and slope bound \(|B|+1\): the error reaches \(|B|+1\), which exceeds `B`.

```lean
/-- If the curve is only known to be smooth, every estimator of the slope at the origin can err by
more than any prescribed amount `B`, however small the positive sampling error `e`. -/
theorem no_guarantee_without_bound (A : (ℝ → ℝ) → ℝ) {e : ℝ} (he : 0 < e) (B : ℝ) :
    ∃ f y : ℝ → ℝ, ContDiff ℝ ∞ f ∧ NoisyData e f y ∧ B < |A y - deriv f 0| := by
  have hM : 0 < |B| + 1 := by positivity
  obtain ⟨f, y, hf, hy, h⟩ := derivative_information_limit A 1 1 one_ne_zero hM he
  refine ⟨f, y, hf.1, hy, ?_⟩
  have hexp : ((1 : ℕ) : ℝ) / ((1 : ℕ) : ℝ) = 1 := by norm_num
  rw [iteratedDeriv_one, hexp, Real.rpow_one,
    show e * ((|B| + 1) / e) = |B| + 1 by field_simp] at h
  linarith [le_abs_self B]

end

end NoisyForceInformationLimit
```

```lean
#print axioms NoisyForceInformationLimit.force_information_limit
#print axioms NoisyForceInformationLimit.curvature_information_limit
#print axioms NoisyForceInformationLimit.no_guarantee_without_bound
```

```
'NoisyForceInformationLimit.force_information_limit' depends on axioms: [propext, Classical.choice, Quot.sound]
'NoisyForceInformationLimit.curvature_information_limit' depends on axioms: [propext, Classical.choice, Quot.sound]
'NoisyForceInformationLimit.no_guarantee_without_bound' depends on axioms: [propext, Classical.choice, Quot.sound]
```
